# The signed Catalan series solves the amplitude equation t = −g + g t² to all orders in the coupling

The failing theorem, `amplitudeSeries_solves`, concerns an amplitude t written as a formal power series in a coupling g with rational coefficients. Its even orders vanish, and its coefficient at order 2n+1 is (−1)^(n+1) times the n-th Catalan number. The theorem says that this series satisfies t = −g + g t² as an identity of formal series, so convergence plays no part. The attempt compares coefficients at order zero and at order k+1, where the coefficient of t² at order k is needed. For even k beyond zero it calls on an earlier lemma for that coefficient, and for odd k it shows that every product in the sum vanishes.

An attempt in Lean 4 with a fault in it:

```lean
import Mathlib

open PowerSeries
open scoped Matrix

namespace AmplitudeSeriesSolves

noncomputable section

/-- The signed Catalan numbers placed at the odd orders, with zeros at the even orders. -/
def amplitudeCoeff (k : ℕ) : ℚ :=
  if k % 2 = 0 then 0 else (-1) ^ (k / 2 + 1) * (catalan (k / 2) : ℚ)

/-- The power series in the coupling whose coefficients are `amplitudeCoeff`. -/
def amplitudeSeries : ℚ⟦X⟧ := PowerSeries.mk amplitudeCoeff

/-- `amplitudeCoeff` vanishes at order `2n` and is `(-1)^(n+1)` times the `n`-th Catalan number
at order `2n+1`. -/
theorem amplitudeCoeff_parity (n : ℕ) :
    amplitudeCoeff (2 * n) = 0 ∧
      amplitudeCoeff (2 * n + 1) = (-1) ^ (n + 1) * (catalan n : ℚ) := by
  constructor
  · simp [amplitudeCoeff]
  · have h : (2 * n + 1) / 2 = n := by omega
    unfold amplitudeCoeff
    rw [if_neg (by omega), h]

/-- The order `2n+2` coefficient of the squared amplitude series is a signed Catalan number. -/
theorem amplitudeCoeff_convolution (n : ℕ) :
    coeff (2 * n + 2) (amplitudeSeries ^ 2) =
      (-1) ^ (n + 2) * (catalan (n + 1) : ℚ) := by
  -- a sum whose even terms vanish runs over the odd terms only
  have hodd : ∀ f : ℕ → ℚ, (∀ k, f (2 * k) = 0) → ∀ m : ℕ,
      ∑ k ∈ Finset.range (2 * m + 1), f k = ∑ i ∈ Finset.range m, f (2 * i + 1) := by
    intro f hf m
    induction m with
    | zero => simpa using hf 0
    | succ m ih =>
      rw [show 2 * (m + 1) + 1 = 2 * m + 1 + 1 + 1 by ring,
        Finset.sum_range_succ _ (2 * m + 1 + 1), Finset.sum_range_succ _ (2 * m + 1), ih,
        Finset.sum_range_succ _ m, show 2 * m + 1 + 1 = 2 * (m + 1) by ring, hf, add_zero]
  have hcat : (catalan (n + 1) : ℚ) =
      ∑ i ∈ Finset.range (n + 1), (catalan i : ℚ) * (catalan (n - i) : ℚ) := by
    rw [catalan_succ', Finset.Nat.sum_antidiagonal_eq_sum_range_succ_mk]
    simp
  rw [pow_two, coeff_mul, Finset.Nat.sum_antidiagonal_eq_sum_range_succ_mk, hcat,
    Finset.mul_sum]
  simp only [amplitudeSeries, coeff_mk]
  refine (hodd (fun k => amplitudeCoeff k * amplitudeCoeff (2 * n + 2 - k))
    (fun k => by simp [(amplitudeCoeff_parity k).1]) (n + 1)).trans ?_
  refine Finset.sum_congr rfl fun i hi => ?_
  have hi' : i ≤ n := by
    have := Finset.mem_range.mp hi
    omega
  change amplitudeCoeff (2 * i + 1) * amplitudeCoeff (2 * n + 2 - (2 * i + 1)) = _
  rw [show 2 * n + 2 - (2 * i + 1) = 2 * (n - i) + 1 by omega,
    (amplitudeCoeff_parity i).2, (amplitudeCoeff_parity (n - i)).2]
  have hsign : (-1 : ℚ) ^ (n + 2) = (-1) ^ (i + 1) * (-1) ^ (n - i + 1) := by
    rw [← pow_add]
    congr 1
    omega
  rw [hsign]
  ring

/-- The signed Catalan series solves the amplitude equation. -/
theorem amplitudeSeries_solves :
    amplitudeSeries = -X + X * amplitudeSeries ^ 2 := by
  ext k
  rcases k with _ | k
  · rw [map_add, map_neg, coeff_zero_X, coeff_zero_X_mul, amplitudeSeries, coeff_mk]
    simp [amplitudeCoeff]
  · rw [map_add, map_neg, coeff_succ_X_mul, coeff_X, pow_two, coeff_mul]
    simp only [amplitudeSeries, coeff_mk]
    rcases Nat.even_or_odd' k with ⟨m, rfl | rfl⟩
    · rcases m with _ | m
      · simp [amplitudeCoeff]
      · rw [show 2 * (m + 1) = 2 * m + 2 by ring, amplitudeCoeff_convolution,
          if_neg (by omega), show 2 * m + 2 + 1 = 2 * (m + 1) + 1 by ring,
          (amplitudeCoeff_parity (m + 1)).2]
        ring
    · -- two orders with an odd sum include an even one
      have hs : ∑ p ∈ Finset.antidiagonal (2 * m + 1),
          amplitudeCoeff p.1 * amplitudeCoeff p.2 = 0 := by
        refine Finset.sum_eq_zero fun p hp => ?_
        have hp' := Finset.mem_antidiagonal.mp hp
        rcases Nat.even_or_odd' p.1 with ⟨i, h | h⟩
        · rw [h, (amplitudeCoeff_parity i).1, zero_mul]
        · rw [show p.2 = 2 * (m - i) by omega, (amplitudeCoeff_parity (m - i)).1, mul_zero]
      rw [hs, if_neg (by omega), show 2 * m + 1 + 1 = 2 * (m + 1) by ring,
        (amplitudeCoeff_parity (m + 1)).1]
      simp

end

end AmplitudeSeriesSolves
```

The error:

```
Main.lean:77:50: error: Tactic `rewrite` failed: Did not find an occurrence of the pattern
  (coeff (2 * ?n + 2)) (amplitudeSeries ^ 2)
in the target expression
  amplitudeCoeff (2 * m + 2 + 1) =
    (-if 2 * m + 2 + 1 = 1 then 1 else 0) +
      ∑ x ∈ Finset.HasAntidiagonal.antidiagonal (2 * m + 2), amplitudeCoeff x.1 * amplitudeCoeff x.2

case succ.inl.succ
m : ℕ
⊢ amplitudeCoeff (2 * m + 2 + 1) =
    (-if 2 * m + 2 + 1 = 1 then 1 else 0) +
      ∑ x ∈ Finset.HasAntidiagonal.antidiagonal (2 * m + 2), amplitudeCoeff x.1 * amplitudeCoeff x.2
Main.lean:82:18: error: Application type mismatch: The argument
  Finset.antidiagonal ?m.218
has type
  Set.IsPWO ?m.205 → ?m.200 → Finset (?m.200 × ?m.200)
but is expected to have type
  Finset ?m.196
in the application
  Finset.sum (Finset.antidiagonal ?m.218)
Main.lean:83:25: error: Invalid projection: Type of
  p
is not known; cannot resolve projection `1`
Main.lean:83:46: error: Invalid projection: Type of
  p
is not known; cannot resolve projection `2`
Main.lean:82:43: error: Type mismatch
  2 * m + 1
has type
  ℕ
of sort `Type` but is expected to have type
  Set.IsPWO ?m.204
of sort `Prop`
```

Fix (accepted with no message):

```diff
@@ -70,21 +70,30 @@
   · rw [map_add, map_neg, coeff_zero_X, coeff_zero_X_mul, amplitudeSeries, coeff_mk]
     simp [amplitudeCoeff]
-  · rw [map_add, map_neg, coeff_succ_X_mul, coeff_X, pow_two, coeff_mul]
-    simp only [amplitudeSeries, coeff_mk]
+  · have hc : coeff (k + 1) amplitudeSeries = amplitudeCoeff (k + 1) := coeff_mk _ _
+    rw [map_add, map_neg, coeff_succ_X_mul, coeff_X, hc]
     rcases Nat.even_or_odd' k with ⟨m, rfl | rfl⟩
-    · rcases m with _ | m
-      · simp [amplitudeCoeff]
-      · rw [show 2 * (m + 1) = 2 * m + 2 by ring, amplitudeCoeff_convolution,
+    · cases m with
+      | zero =>
+        have h0 : coeff (2 * 0) (amplitudeSeries ^ 2) = 0 := by
+          rw [pow_two, coeff_mul, Finset.Nat.sum_antidiagonal_eq_sum_range_succ_mk]
+          simp only [amplitudeSeries, coeff_mk]
+          simp [amplitudeCoeff]
+        rw [h0]
+        simp [amplitudeCoeff]
+      | succ m =>
+        rw [show 2 * (m + 1) = 2 * m + 2 by ring, amplitudeCoeff_convolution,
           if_neg (by omega), show 2 * m + 2 + 1 = 2 * (m + 1) + 1 by ring,
           (amplitudeCoeff_parity (m + 1)).2]
         ring
     · -- two orders with an odd sum include an even one
-      have hs : ∑ p ∈ Finset.antidiagonal (2 * m + 1),
-          amplitudeCoeff p.1 * amplitudeCoeff p.2 = 0 := by
-        refine Finset.sum_eq_zero fun p hp => ?_
-        have hp' := Finset.mem_antidiagonal.mp hp
-        rcases Nat.even_or_odd' p.1 with ⟨i, h | h⟩
-        · rw [h, (amplitudeCoeff_parity i).1, zero_mul]
-        · rw [show p.2 = 2 * (m - i) by omega, (amplitudeCoeff_parity (m - i)).1, mul_zero]
+      have hs : coeff (2 * m + 1) (amplitudeSeries ^ 2) = 0 := by
+        rw [pow_two, coeff_mul, Finset.Nat.sum_antidiagonal_eq_sum_range_succ_mk]
+        simp only [amplitudeSeries, coeff_mk]
+        refine Finset.sum_eq_zero fun i hi => ?_
+        have hi' := Finset.mem_range.mp hi
+        rcases Nat.even_or_odd' i with ⟨j, h | h⟩
+        · rw [h, (amplitudeCoeff_parity j).1, zero_mul]
+        · rw [show 2 * m + 1 - i = 2 * (m - j) by omega,
+            (amplitudeCoeff_parity (m - j)).1, mul_zero]
       rw [hs, if_neg (by omega), show 2 * m + 1 + 1 = 2 * (m + 1) by ring,
         (amplitudeCoeff_parity (m + 1)).1]
```

Cause. The first error is a mismatch of form. `amplitudeCoeff_convolution` rewrites a coefficient of `amplitudeSeries ^ 2`, but `pow_two`, `coeff_mul` and the `simp only` had already expanded that coefficient into a sum. The repair leaves the square intact and uses `hc` to rewrite only the coefficient on the left, so the lemma matches. The case k = 0 had relied on the expanded sum, so `h0` now does that expansion locally.

The other errors come from the name `Finset.antidiagonal`. Here it refers to a function that expects proofs of `Set.IsPWO`, whereas the sum in the goal uses `Finset.HasAntidiagonal.antidiagonal`. Lean therefore rejects `2 * m + 1` as an argument and cannot determine the type of `p`, so `p.1` and `p.2` fail too. The new `hs` avoids the name by stating that the coefficient of the square is zero, which is also the form the goal now has. Its proof turns the sum into one over a range, with orders `i` and `2 * m + 1 - i`, one of which is always even.

Replacing `rcases m` with `cases m` is mere tidying.
